# Occupation-pattern determinants are real and nonnegative when 0 ≤ γ ≤ 1

The weight of an occupation pattern is defined here as a complex determinant built from the one-particle density matrix γ, without a many-electron state behind it. That it is real, nonnegative and normalised therefore has to be proved.

For a non-interacting (quasi-free, number-conserving) fermion state, such as a Slater determinant or a grand-canonical thermal state of free electrons, this determinant is the joint probability of finding a given set of spin orbitals occupied and all others empty. An interacting state with the same γ generally has other pattern probabilities.

The type `n` labels a finite set of orthonormal spin orbitals, and γ is a complex matrix over it.

In Lean 4 with Mathlib:

```lean
import Mathlib

open Matrix
open scoped ComplexOrder

namespace OccupationPatterns

noncomputable section

variable {n : Type*} [Fintype n] [DecidableEq n]
```

## Rows of particles and rows of holes

Let S be the set of occupied orbitals. The pattern matrix M has

M_ij = γ_ij for i in S, and M_ij = δ_ij − γ_ij for i outside S.

```lean
/-- The matrix with the rows of `γ` on the occupied set `S` and the rows of `1 - γ` elsewhere. -/
def patternMatrix (γ : Matrix n n ℂ) (S : Finset n) : Matrix n n ℂ :=
  Matrix.of fun i j => if i ∈ S then γ i j else (1 - γ) i j
```

Its determinant is the weight p_S.

```lean
/-- The weight of the pattern in which exactly the orbitals in `S` are occupied. -/
def patternWeight (γ : Matrix n n ℂ) (S : Finset n) : ℂ := (patternMatrix γ S).det
```

With one orbital, the two weights are γ and 1 − γ. With two orbitals and Hermitian γ, the pattern with only orbital 1 occupied has

p_{1} = γ_11(1 − γ_22) + |γ_12|².

Already here M is not Hermitian in general, so positivity cannot be read off from its eigenvalues as for a positive semidefinite matrix.

Let D be the diagonal projector on S.

```lean
/-- The diagonal projector on the orbitals in `S`. -/
def siteProjector (S : Finset n) : Matrix n n ℂ :=
  Matrix.diagonal fun i => if i ∈ S then 1 else 0
```

Put J = 2D − 1, which is diagonal with entries +1 on S and −1 elsewhere. Then

M = 1 − D + Jγ,

since row i of the right side is γ_i on S and the i-th row of 1 − γ elsewhere. The code checks this entry by entry, writing 2D as a sum.

```lean
/-- The pattern matrix is `1 - D + (2D - 1)γ`, with `D` the projector on the occupied orbitals. -/
theorem patternMatrix_eq (γ : Matrix n n ℂ) (S : Finset n) :
    patternMatrix γ S = 1 - siteProjector S + (siteProjector S + siteProjector S - 1) * γ := by
  have h : 1 - siteProjector S + (siteProjector S + siteProjector S - 1) * γ
      = 1 - siteProjector S + siteProjector S * γ + siteProjector S * γ - γ := by
    noncomm_ring
  rw [h]
  ext i j
  rcases eq_or_ne i j with rfl | hij
  · by_cases hi : i ∈ S <;> simp [patternMatrix, siteProjector, Matrix.diagonal_mul, hi]
  · by_cases hi : i ∈ S <;> simp [patternMatrix, siteProjector, Matrix.diagonal_mul, hi, hij]
```

## Why the determinant is real

Suppose J² = 1 and JMJ = M†. Taking determinants gives

(det M)* = det M† = (det J)² det M = det M,

so det M has no imaginary part. The lemma holds for any such pair of matrices.

```lean
/-- A matrix that an involution `J` conjugates into its adjoint has a real determinant. -/
theorem det_im_eq_zero {J M : Matrix n n ℂ} (hJ : J * J = 1) (hM : J * M * J = Mᴴ) :
    M.det.im = 0 := by
  have hj : J.det * J.det = 1 := by rw [← Matrix.det_mul, hJ, Matrix.det_one]
  have h : star M.det = M.det := by
    rw [← Matrix.det_conjTranspose, ← hM, Matrix.det_mul, Matrix.det_mul]
    linear_combination M.det * hj
  exact Complex.conj_eq_iff_im.mp h
```

## Why it cannot be negative

Suppose also that Re v†Mv ≥ 0 for every vector v. Join the identity to M by

N(t) = (1 − t)1 + tM, 0 ≤ t ≤ 1.

Every N(t) satisfies JN(t)J = N(t)†, so det N(t) is real, and it starts at det N(0) = 1. If det M were negative, the intermediate value theorem would give a t < 1 with det N(t) = 0, hence a vector v ≠ 0 with N(t)v = 0. But then

0 = Re v†N(t)v = (1 − t) v†v + t Re v†Mv > 0,

a contradiction. In the code, `hz` combines the vanishing real part with the previous lemma to make the whole determinant zero, and `hq` is the last equation.

```lean
/-- If an involution `J` conjugates `M` into its adjoint and the quadratic form of `M` has
nonnegative real part, then the determinant of `M` has nonnegative real part. -/
theorem det_re_nonneg {J M : Matrix n n ℂ} (hJ : J * J = 1) (hM : J * M * J = Mᴴ)
    (hpos : ∀ v : n → ℂ, 0 ≤ (star v ⬝ᵥ M *ᵥ v).re) : 0 ≤ M.det.re := by
  by_contra hneg
  have hneg' : M.det.re < 0 := lt_of_not_ge hneg
  -- follow the determinant along the straight path from the identity to `M`
  let N : ℝ → Matrix n n ℂ := fun t => ((1 - t : ℝ) : ℂ) • (1 : Matrix n n ℂ) + (t : ℂ) • M
  have hN : Continuous N :=
    ((Complex.continuous_ofReal.comp (continuous_const.sub continuous_id)).smul
      continuous_const).add (Complex.continuous_ofReal.smul continuous_const)
  have hc : Continuous fun t => (N t).det.re := Complex.continuous_re.comp hN.matrix_det
  have h0 : (N 0).det.re = 1 := by simp [N]
  have h1 : (N 1).det.re = M.det.re := by simp [N]
  obtain ⟨t, ht, hdet⟩ := intermediate_value_Icc' (zero_le_one' ℝ) hc.continuousOn
    (show (0 : ℝ) ∈ Set.Icc (N 1).det.re (N 0).det.re from
      ⟨by rw [h1]; exact hneg'.le, by rw [h0]; exact zero_le_one⟩)
  have hdet' : (N t).det.re = 0 := hdet
  have ht1 : t < 1 := by
    refine lt_of_le_of_ne ht.2 ?_
    rintro rfl
    linarith
  have hNJ : J * N t * J = (N t)ᴴ := by
    simp only [N, Matrix.mul_add, Matrix.add_mul, Matrix.mul_smul, Matrix.smul_mul,
      Matrix.mul_one, hJ, hM, Matrix.conjTranspose_add, Matrix.conjTranspose_smul,
      Matrix.conjTranspose_one, Complex.star_def, Complex.conj_ofReal]
  have hz : (N t).det = 0 := Complex.ext hdet' (det_im_eq_zero hJ hNJ)
  -- a null vector contradicts the positive real part
  obtain ⟨v, hv, hv0⟩ := Matrix.exists_mulVec_eq_zero_iff.mpr hz
  have hq : (star v ⬝ᵥ N t *ᵥ v).re
      = (1 - t) * (star v ⬝ᵥ v).re + t * (star v ⬝ᵥ M *ᵥ v).re := by
    simp only [N, Matrix.add_mulVec, Matrix.smul_mulVec, Matrix.one_mulVec, dotProduct_add,
      dotProduct_smul, smul_eq_mul, Complex.add_re, Complex.re_ofReal_mul]
  rw [hv0, dotProduct_zero, Complex.zero_re] at hq
  have hnorm : (star v ⬝ᵥ v).re = ∑ i, Complex.normSq (v i) := by
    simp [dotProduct, Complex.re_sum, Complex.normSq_apply]
  obtain ⟨i, hi⟩ := Function.ne_iff.mp hv
  have hvpos : 0 < (star v ⬝ᵥ v).re := by
    rw [hnorm]
    exact Finset.sum_pos' (fun j _ => Complex.normSq_nonneg _)
      ⟨i, Finset.mem_univ i, Complex.normSq_pos.mpr hi⟩
  have := mul_pos (sub_pos.mpr ht1) hvpos
  have := mul_nonneg ht.1 (hpos v)
  linarith
```

## The Pauli bounds supply both conditions

Now assume that γ and 1 − γ are positive semidefinite, which in Mathlib includes being Hermitian. Physically, every natural occupation number lies between 0 and 1. From D² = D = D† we get JD = DJ = D and J² = 1, so

JMJ = J² − JDJ + J²γJ = 1 − D + γJ = M†.

For the quadratic form, expand

M + M† = 2(1 − D) + Jγ + γJ = 2[DγD + (1 − D)(1 − γ)(1 − D)].

Taking the expectation value in v and halving gives

Re v†Mv = (Dv)†γ(Dv) + ((1 − D)v)†(1 − γ)((1 − D)v) ≥ 0.

The particle bound is used on the occupied orbitals and the hole bound on the empty ones. The two identities are `hconj` and `hsum` in the proof. The conclusion is stated as two facts about the complex number `patternWeight γ S`: its imaginary part is zero and its real part is nonnegative.

```lean
/-- If `γ` and `1 - γ` are positive semidefinite, the weight of every occupation pattern is
real and nonnegative. -/
theorem patternWeight_nonneg {γ : Matrix n n ℂ} (hγ : γ.PosSemidef) (hγ' : (1 - γ).PosSemidef)
    (S : Finset n) : (patternWeight γ S).im = 0 ∧ 0 ≤ (patternWeight γ S).re := by
  have hM := patternMatrix_eq γ S
  have hDD : siteProjector S * siteProjector S = siteProjector S := by
    simp [siteProjector, Matrix.diagonal_mul_diagonal]
  have hDH : (siteProjector S)ᴴ = siteProjector S := by
    ext i j
    rcases eq_or_ne i j with rfl | hij
    · by_cases hi : i ∈ S <;> simp [siteProjector, Matrix.conjTranspose_apply, hi]
    · simp [siteProjector, Matrix.conjTranspose_apply, hij, hij.symm]
  generalize siteProjector S = D at hM hDD hDH
  have hgH : γᴴ = γ := hγ.isHermitian
  obtain ⟨J, hJdef⟩ : ∃ J, J = D + D - 1 := ⟨_, rfl⟩
  have hJD : J * D = D := by
    rw [hJdef, sub_mul, add_mul, hDD, one_mul, add_sub_cancel_right]
  have hDJ : D * J = D := by
    rw [hJdef, mul_sub, mul_add, hDD, mul_one, add_sub_cancel_right]
  have hJ : J * J = 1 := by
    have h : J * J = J * D + J * D - J := by
      nth_rewrite 2 [hJdef]
      rw [mul_sub, mul_add, mul_one]
    rw [h, hJD, hJdef]
    abel
  have hJH : Jᴴ = J := by
    rw [hJdef, Matrix.conjTranspose_sub, Matrix.conjTranspose_add, hDH, Matrix.conjTranspose_one]
  rw [← hJdef] at hM
  have hMH : (patternMatrix γ S)ᴴ = 1 - D + γ * J := by
    rw [hM, Matrix.conjTranspose_add, Matrix.conjTranspose_sub, Matrix.conjTranspose_mul,
      Matrix.conjTranspose_one, hDH, hgH, hJH]
  have hconj : J * patternMatrix γ S * J = (patternMatrix γ S)ᴴ := by
    have h : J * (1 - D + J * γ) * J = J * J - J * D * J + J * J * γ * J := by noncomm_ring
    rw [hMH, hM, h, hJ, hJD, hDJ, one_mul]
  refine ⟨det_im_eq_zero hJ hconj, det_re_nonneg hJ hconj fun v => ?_⟩
  -- the Hermitian part is a sum of two compressed positive matrices
  have hH := (hγ.conjTranspose_mul_mul_same D).add (hγ'.conjTranspose_mul_mul_same (1 - D))
  rw [Matrix.conjTranspose_sub, Matrix.conjTranspose_one, hDH] at hH
  have hsum : patternMatrix γ S + (patternMatrix γ S)ᴴ
      = (D * γ * D + (1 - D) * (1 - γ) * (1 - D))
        + (D * γ * D + (1 - D) * (1 - γ) * (1 - D)) := by
    have h : 1 - D + (D + D - 1) * γ + (1 - D + γ * (D + D - 1))
        = (D * γ * D + (1 - D) * (1 - γ) * (1 - D))
          + (D * γ * D + (1 - D) * (1 - γ) * (1 - D)) - (D * D - D) - (D * D - D) := by
      noncomm_ring
    rw [hMH, hM, hJdef, h, hDD, sub_self, sub_zero, sub_zero]
  have hadj : star v ⬝ᵥ (patternMatrix γ S)ᴴ *ᵥ v
      = star (star v ⬝ᵥ patternMatrix γ S *ᵥ v) := by
    rw [Matrix.dotProduct_mulVec (star v) (patternMatrix γ S)ᴴ v, ← Matrix.star_mulVec,
      Matrix.star_dotProduct]
  have hre := congrArg (fun A : Matrix n n ℂ => (star v ⬝ᵥ A *ᵥ v).re) hsum
  simp only [Matrix.add_mulVec _ _ v, dotProduct_add, Complex.add_re, hadj, Complex.star_def,
    Complex.conj_re] at hre
  have hnn := (Complex.nonneg_iff.mp (hH.dotProduct_mulVec_nonneg v)).1
  simp only [Matrix.add_mulVec _ _ v, dotProduct_add, Complex.add_re] at hnn
  linarith
```

## Counting with one variable per orbital

Give each orbital a counting variable z_i. Row i of 1 − γ + diag(z)γ is the sum of the i-th row of 1 − γ and z_i times the i-th row of γ. A determinant is linear in each row, so choosing one of the two terms in every row gives

Σ_S (∏_{i∈S} z_i) p_S = det(1 − γ + diag(z)γ).

This holds for every complex matrix γ. With all z_i equal, it generates the electron-number distribution of a fragment of a larger system in a quasi-free, number-conserving state, γ then being the fragment's block of the density matrix.

```lean
/-- The generating function of the occupation patterns, with one counting variable `z i` per
orbital, is `det (1 - γ + diag(z) γ)`. -/
theorem generating_function (γ : Matrix n n ℂ) (z : n → ℂ) :
    ∑ S : Finset n, (∏ i ∈ S, z i) * patternWeight γ S
      = (1 - γ + Matrix.diagonal z * γ).det := by
  -- expand the determinant of a sum row by row
  have h : (Matrix.diagonal z * γ + (1 - γ)).det = ∑ S : Finset n,
      (Matrix.of (S.piecewise (fun i => (Matrix.diagonal z * γ) i) (fun i => (1 - γ) i))).det :=
    (Matrix.detRowAlternating (n := n) (R := ℂ)).toMultilinearMap.map_add_univ _ _
  rw [add_comm (1 - γ), h]
  refine Finset.sum_congr rfl fun S _ => ?_
  have e : Matrix.of (S.piecewise (fun i => (Matrix.diagonal z * γ) i) (fun i => (1 - γ) i))
      = Matrix.diagonal (fun i => if i ∈ S then z i else 1) * patternMatrix γ S := by
    ext i j
    by_cases hi : i ∈ S <;> simp [patternMatrix, Finset.piecewise, Matrix.diagonal_mul, hi]
  rw [e, Matrix.det_mul, Matrix.det_diagonal, patternWeight]
  congr 1
  simp [Finset.prod_ite_mem]
```

Setting every z_i = 1 leaves det 1 on the right, so the weights sum to one. Together with nonnegativity, this makes them a probability distribution under the Pauli bounds.

```lean
/-- The weights of all occupation patterns sum to one. -/
theorem sum_patternWeight (γ : Matrix n n ℂ) : ∑ S : Finset n, patternWeight γ S = 1 := by
  simpa using generating_function γ (fun _ => 1)
```

Setting z_i = 0 for one orbital i and all other variables to 1 keeps only the patterns in which i is empty. The matrix becomes the identity with row i replaced by that of 1 − γ, and its determinant is 1 − γ_ii. Subtracting from the total gives

Σ_{S∋i} p_S = γ_ii,

the usual mean occupation. The code evaluates the determinant through Cramer's rule for the identity matrix.

```lean
/-- The total weight of the patterns in which orbital `i` is occupied is `γ i i`. -/
theorem mean_occupation (γ : Matrix n n ℂ) (i : n) :
    ∑ S : Finset n with i ∈ S, patternWeight γ S = γ i i := by
  have hgen := generating_function γ (fun j => if j = i then 0 else 1)
  have hmat : 1 - γ + Matrix.diagonal (fun j => if j = i then (0 : ℂ) else 1) * γ
      = (1 : Matrix n n ℂ).updateRow i ((1 - γ) i) := by
    ext a b
    by_cases ha : a = i
    · subst ha
      simp [Matrix.diagonal_mul]
    · simp [Matrix.diagonal_mul, Matrix.updateRow_ne, ha]
  have hdet := Matrix.cramer_transpose_apply (1 : Matrix n n ℂ) ((1 - γ) i) i
  rw [Matrix.transpose_one, Matrix.cramer_one] at hdet
  rw [hmat, ← hdet] at hgen
  have hterm : ∀ S : Finset n, (if i ∈ S then patternWeight γ S else 0)
      = patternWeight γ S - (∏ j ∈ S, if j = i then (0 : ℂ) else 1) * patternWeight γ S := by
    intro S
    have hp : (∏ j ∈ S, if j = i then (0 : ℂ) else 1) = if i ∈ S then 0 else 1 := by
      by_cases hi : i ∈ S
      · rw [if_pos hi]
        exact Finset.prod_eq_zero hi (by simp)
      · rw [if_neg hi]
        refine Finset.prod_eq_one ?_
        intro j hj
        refine if_neg ?_
        rintro rfl
        exact hi hj
    rw [hp]
    by_cases hi : i ∈ S <;> simp [hi]
  rw [Finset.sum_filter, Finset.sum_congr rfl fun S _ => hterm S, Finset.sum_sub_distrib, hgen,
    sum_patternWeight]
  simp
```

## Nonnegative weights force the Pauli bounds

Conversely, let all weights have nonnegative real part, and let γv = xv with v ≠ 0 and x real. If x < 0 or x > 1, then z = (x − 1)/x is positive, and

(1 − γ + zγ)v = (1 − x + zx)v = 0.

The generating function therefore vanishes when every variable equals z:

Σ_S z^|S| Re p_S = 0.

All terms are nonnegative and z > 0, so every Re p_S is zero, which contradicts the sum of one. Hence 0 ≤ x ≤ 1.

```lean
/-- If all pattern weights have nonnegative real part, every real eigenvalue of `γ` lies
between zero and one. -/
theorem eigenvalue_bounds {γ : Matrix n n ℂ} (hw : ∀ S, 0 ≤ (patternWeight γ S).re)
    {v : n → ℂ} (hv0 : v ≠ 0) {x : ℝ} (hv : γ *ᵥ v = (x : ℂ) • v) : 0 ≤ x ∧ x ≤ 1 := by
  by_contra hcon
  have hx : x < 0 ∨ 1 < x := by
    by_contra h
    push Not at h
    exact hcon h
  have hx0 : x ≠ 0 := by
    intro h0
    rcases hx with h | h <;> linarith
  -- the generating function would vanish at this positive counting variable
  obtain ⟨z, hzdef⟩ : ∃ z, z = (x - 1) / x := ⟨_, rfl⟩
  have hz : 0 < z := by
    rw [hzdef]
    rcases hx with h | h
    · exact div_pos_of_neg_of_neg (by linarith) h
    · exact div_pos (by linarith) (by linarith)
  have hzx : z * x = x - 1 := by rw [hzdef, div_mul_cancel₀ _ hx0]
  have hzx' : (z : ℂ) * x = x - 1 := by exact_mod_cast hzx
  have hdet : (1 - γ + Matrix.diagonal (fun _ => (z : ℂ)) * γ).det = 0 := by
    refine Matrix.exists_mulVec_eq_zero_iff.mp ⟨v, hv0, ?_⟩
    rw [Matrix.add_mulVec, Matrix.sub_mulVec, Matrix.one_mulVec, ← Matrix.mulVec_mulVec, hv]
    ext k
    simp only [Pi.add_apply, Pi.sub_apply, Pi.smul_apply, Pi.zero_apply, Matrix.mulVec_diagonal,
      smul_eq_mul]
    linear_combination v k * hzx'
  have hgen := congrArg Complex.re ((generating_function γ fun _ => (z : ℂ)).trans hdet)
  simp only [Complex.re_sum, Finset.prod_const, ← Complex.ofReal_pow, Complex.re_ofReal_mul,
    Complex.zero_re] at hgen
  have hall := (Finset.sum_eq_zero_iff_of_nonneg
    fun S _ => mul_nonneg (pow_pos hz _).le (hw S)).mp hgen
  have hone := congrArg Complex.re (sum_patternWeight γ)
  rw [Complex.re_sum, Finset.sum_eq_zero fun S hS =>
    (mul_eq_zero.mp (hall S hS)).resolve_left (pow_pos hz _).ne'] at hone
  simp at hone
```

For Hermitian γ, positive semidefiniteness means nonnegative eigenvalues. Applying the bound to the eigenvectors of γ gives γ ≥ 0. An eigenvector of 1 − γ with eigenvalue λ is an eigenvector of γ with eigenvalue 1 − λ, so 1 − λ ≤ 1 and λ ≥ 0, which gives 1 − γ ≥ 0. With the earlier theorem for the other direction, the two conditions are equivalent; Hermiticity is assumed in this equivalence, not derived from the weights.

```lean
/-- For Hermitian `γ`, all pattern weights are real and nonnegative exactly when `γ` and `1 - γ`
are positive semidefinite. -/
theorem patternWeight_nonneg_iff {γ : Matrix n n ℂ} (hγ : γ.IsHermitian) :
    (∀ S, (patternWeight γ S).im = 0 ∧ 0 ≤ (patternWeight γ S).re)
      ↔ γ.PosSemidef ∧ (1 - γ).PosSemidef := by
  refine ⟨fun hw => ?_, fun h S => patternWeight_nonneg h.1 h.2 S⟩
  have hne : ∀ {A : Matrix n n ℂ} (hA : A.IsHermitian) (j : n),
      (hA.eigenvectorBasis j).ofLp ≠ 0 := by
    intro A hA j h
    apply hA.eigenvectorBasis.orthonormal.ne_zero j
    ext k
    exact congrFun h k
  have hγ' : (1 - γ).IsHermitian := Matrix.isHermitian_one.sub hγ
  constructor
  · refine hγ.posSemidef_iff_eigenvalues_nonneg.mpr fun j => ?_
    exact (eigenvalue_bounds (fun S => (hw S).2) (hne hγ j)
      ((hγ.mulVec_eigenvectorBasis j).trans (by ext k; simp))).1
  · refine hγ'.posSemidef_iff_eigenvalues_nonneg.mpr fun j => ?_
    have hv : γ *ᵥ (hγ'.eigenvectorBasis j).ofLp
        = ((1 - hγ'.eigenvalues j : ℝ) : ℂ) • (hγ'.eigenvectorBasis j).ofLp := by
      have e := hγ'.mulVec_eigenvectorBasis j
      rw [Matrix.sub_mulVec, Matrix.one_mulVec] at e
      ext k
      have ek := congrFun e k
      simp only [Pi.sub_apply, Pi.smul_apply, Complex.real_smul] at ek
      simp only [Pi.smul_apply, smul_eq_mul, Complex.ofReal_sub, Complex.ofReal_one]
      linear_combination -ek
    have h := (eigenvalue_bounds (fun S => (hw S).2) (hne hγ' j) hv).2
    show 0 ≤ hγ'.eigenvalues j
    linarith

end

end OccupationPatterns
```

```lean
#print axioms OccupationPatterns.mean_occupation
#print axioms OccupationPatterns.patternWeight_nonneg_iff
```

```
'OccupationPatterns.mean_occupation' depends on axioms: [propext, Classical.choice, Quot.sound]
'OccupationPatterns.patternWeight_nonneg_iff' depends on axioms: [propext, Classical.choice, Quot.sound]
```
